# For a real matrix, averaging squared determinants over independent entry signs gives the permanent of the squared entries

## Where do the fermionic signs go?

Let \(B\) be a real \(N\times N\) matrix whose entry \(B_{ij}\) is the amplitude for a particle to go from input mode \(j\) to output mode \(i\), without interactions. One particle enters each input mode, and I ask for one in each output mode. For identical fermions, all in the same spin state, the amplitude is \(\det B\). For identical bosons, again all in the same internal state, it is the permanent \(\operatorname{perm}B\), the same sum over permutations without the signs. For distinguishable particles the probability is \(\operatorname{perm}(B_{ij}^2)\), the permanent of the matrix of squared entries.

On a balanced beam splitter these rules give coincidence probabilities of 1 for fermions, 0 for bosons and 1/2 for distinguishable particles. Now I am told to multiply every entry of \(B\) by its own random sign \(s_{ij}=\pm1\), square the determinant and average, and that the result is exactly \(\operatorname{perm}(B_{ij}^2)\). How can an average of purely fermionic quantities forget the exchange signs? And since determinants are cheap, does this make permanents cheap too?

## Only coinciding exchange paths survive

The exchange signs disappear because the average removes every interference term, and in the terms that remain each exchange sign is squared. The identity alone does not make permanents cheap: it fixes the mean of the squared determinants and not their spread, so an estimate from randomly chosen signs may need very many determinants.

Call a permutation \(\sigma\) of the modes an exchange path: the particle from input \(i\) ends in output \(\sigma(i)\). Then

\[
\det(s_{ij}B_{ij})=\sum_\sigma \operatorname{sgn}(\sigma)\prod_i s_{\sigma(i)\,i}\,B_{\sigma(i)\,i}.
\]

The square is a double sum over paths \(\sigma\) and \(\tau\). Now sum the square over all \(2^{N^2}\) sign matrices \(s\). The signs then enter each term of the double sum only through the factor

\[
\sum_s \prod_i s_{\sigma(i)\,i}\prod_i s_{\tau(i)\,i}
=\prod_{(r,c)}\ \sum_{a=\pm1} a^{[\sigma(c)=r]+[\tau(c)=r]},
\]

where the outer product runs over all \(N^2\) entries, with row \(r\) and column \(c\), and a bracket is 1 if its condition holds and 0 otherwise. The sum factorises because the signs of different entries are chosen independently. An entry visited by neither path or by both contributes \(1+1=2\). An entry visited by exactly one path contributes \(1-1=0\).

If \(\sigma=\tau\), the product is \(2^{N^2}\). If \(\sigma\neq\tau\), some \(i\) has \(\sigma(i)\neq\tau(i)\). The entry \((\sigma(i),i)\) is then visited by \(\sigma\) alone, and the whole product vanishes. What remains is

\[
\sum_s \det(s_{ij}B_{ij})^2
=2^{N^2}\sum_\sigma \operatorname{sgn}(\sigma)^2\prod_i B_{\sigma(i)\,i}^2
=2^{N^2}\operatorname{perm}(B_{ij}^2).
\]

Since \(\operatorname{sgn}(\sigma)^2=1\), squared permanents of \(s_{ij}B_{ij}\) have the same sum. With the interference gone, fermions and bosons both give the result for distinguishable particles.

## The beam splitter, sign by sign

Take

\[
B=\frac1{\sqrt2}\begin{pmatrix}1&1\\1&-1\end{pmatrix},\qquad
\det(s_{ij}B_{ij})=-\tfrac12\,(s_{11}s_{22}+s_{12}s_{21}).
\]

Of the 16 sign matrices, 8 have \(s_{11}s_{22}=s_{12}s_{21}\) and give a squared determinant of 1. The other 8 give 0. The sum is 8, and the right-hand side is \(2^4(\tfrac14+\tfrac14)=8\). The mean is 1/2, as for distinguishable particles.

The 8 matrices with determinant 0 are not unitary, so they describe no beam splitter. The average is therefore a mathematical device and not an experiment with random phase shifters. Sign changes on whole input or output modes would multiply the determinant by \(\pm1\) and leave its square alone.

## How it enters a calculation

Suppose that \(\operatorname{perm}A\) is wanted for a matrix \(A\) with nonnegative entries, for example a coincidence probability of distinguishable, non-interacting particles. One draws \(N^2\) independent fair signs, forms the matrix \(s_{ij}\sqrt{A_{ij}}\), computes its determinant by LU factorisation in about \(N^3\) operations, and squares it. The mean over many draws estimates \(\operatorname{perm}A\).

The spread can be severe. Let \(A\) be block diagonal with \(k\) blocks, each a \(2\times2\) matrix of ones, so that \(\operatorname{perm}A=2^k\). Each block has a squared determinant of 4 or 0 with equal probability. A draw therefore gives \(4^k\) with probability \(2^{-k}\), and 0 otherwise. At \(k=20\), a matrix of size 40, only about one draw in a million is nonzero. This count is an elementary side remark; the theorems below concern the mean alone.

## What the Lean theorems say

In the Lean file `n` is the finite type of modes, not a number; the number \(N\) is `Fintype.card n`. A sign matrix is a function `s : n × n → ℤˣ`, where `ℤˣ` is the type of invertible integers, 1 and −1. `signed s B` is the matrix with entries \(s_{ij}B_{ij}\). It is a case of `dress w s B`, in which `s` assigns to each entry a label from a finite type `S`, and `w` turns the label into a weight.

- `godsil_gutman` is the sum derived above, for a matrix over any commutative ring `R`. It is stated as a sum because 2 need not be invertible there. For complex \(B\) it concerns \(\det^2\) without a modulus, which is not a probability.
- `sum_permanent_sq_eq_sum_det_sq` says that squared permanents have the same sum as squared determinants.
- `average_det_sq` is the mean used in the calculation: for real \(A\) with nonnegative entries, the squared determinant of \(s_{ij}\sqrt{A_{ij}}\), averaged over all sign matrices, is \(\operatorname{perm}A\).
- `sum_norm_det_sq` treats complex amplitudes. Each entry receives a phase \(\zeta^k\) with \(k=0,\dots,m-1\), where \(\zeta\) is a primitive \(m\)-th root of unity and \(m\ge2\). The sum of \(|\det|^2\) is then \(m^{N^2}\operatorname{perm}(|B_{ij}|^2)\). For \(m=1\) there is no averaging, and the formula already fails for the \(2\times2\) matrix of ones, where it would read \(0=2\).

These are identities for determinants and permanents of matrices. The step to particles is the reading of \(B_{ij}\) as single-particle amplitudes of a non-interacting system, with one particle per mode, and no hypothesis expresses it. Unitarity of \(B\) is not assumed either. The random sampling described above is known as the Godsil-Gutman estimator. The theorems contain no sampling: `average_det_sq` averages over every sign matrix, which amounts to saying that the estimator is unbiased.

```lean
import Mathlib

open Equiv

namespace GodsilGutman

variable {n S R : Type*} [Fintype n] [DecidableEq n] [Fintype S] [CommRing R]

/-- The matrix `B` with each entry multiplied by the weight `w` of the label that `s`
assigns to that entry. -/
def dress (w : S → R) (s : n × n → S) (B : Matrix n n R) : Matrix n n R :=
  Matrix.of fun i j => w (s (i, j)) * B i j

/-- The matrix with entries `s_ij B_ij`, where every `s_ij` is `1` or `-1`. -/
def signed (s : n × n → ℤˣ) (B : Matrix n n R) : Matrix n n R :=
  dress (fun e : ℤˣ => ((e : ℤ) : R)) s B

/-- Let the weights `u` sum to zero and the products `u a * v a` sum to the number of labels. The
product of the `u`-weights along the path `σ` and the `v`-weights along the path `τ`, summed over
all label assignments, is the number of assignments if `σ = τ` and zero otherwise. -/
theorem path_interference (u v : S → R) (hu : ∑ a, u a = 0)
    (huv : ∑ a, u a * v a = (Fintype.card S : R)) (σ τ : Perm n) :
    ∑ s : n × n → S, (∏ i, u (s (σ i, i))) * ∏ i, v (s (τ i, i)) =
      if σ = τ then (Fintype.card S : R) ^ (Fintype.card n ^ 2) else 0 := by
  -- a product along a path is a product over all matrix entries
  have spread : ∀ (w : S → R) (π : Perm n) (s : n × n → S),
      ∏ i, w (s (π i, i)) = ∏ p : n × n, if π p.2 = p.1 then w (s p) else 1 := by
    intro w π s
    rw [Fintype.prod_prod_type_right]
    refine Finset.prod_congr rfl fun i _ => ?_
    simp
  -- the labels of different entries are independent, so the sum factorises
  have factor : ∑ s : n × n → S, (∏ i, u (s (σ i, i))) * ∏ i, v (s (τ i, i)) =
      ∏ p : n × n, ∑ a : S,
        (if σ p.2 = p.1 then u a else 1) * (if τ p.2 = p.1 then v a else 1) := by
    rw [Finset.prod_univ_sum, Fintype.piFinset_univ]
    refine Finset.sum_congr rfl fun s _ => ?_
    rw [spread u σ s, spread v τ s, Finset.prod_mul_distrib]
  rw [factor]
  by_cases h : σ = τ
  · subst h
    have each : ∀ p : n × n, ∑ a : S,
        (if σ p.2 = p.1 then u a else 1) * (if σ p.2 = p.1 then v a else 1) =
          (Fintype.card S : R) := by
      intro p
      by_cases hp : σ p.2 = p.1
      · simp only [if_pos hp]
        exact huv
      · simp [hp]
    rw [Finset.prod_congr rfl fun p _ => each p]
    simp [sq]
  · -- an entry visited by `σ` alone contributes the vanishing sum of `u`
    obtain ⟨i, hi⟩ : ∃ i, σ i ≠ τ i := not_forall.1 fun hc => h (Equiv.ext hc)
    rw [if_neg h]
    apply Finset.prod_eq_zero (Finset.mem_univ (σ i, i))
    simp [Ne.symm hi, hu]

/-- For weights as in `path_interference`, the summed product of two amplitudes with arbitrary
path coefficients `f` and `g` keeps only the terms in which both follow the same path. -/
theorem sum_amplitude_mul (u v : S → R) (hu : ∑ a, u a = 0)
    (huv : ∑ a, u a * v a = (Fintype.card S : R)) (f g : Perm n → R) (B C : Matrix n n R) :
    ∑ s : n × n → S, (∑ σ : Perm n, f σ * ∏ i, dress u s B (σ i) i) *
        (∑ τ : Perm n, g τ * ∏ i, dress v s C (τ i) i) =
      (Fintype.card S : R) ^ (Fintype.card n ^ 2) *
        ∑ σ : Perm n, f σ * g σ * ∏ i, (B (σ i) i * C (σ i) i) := by
  calc
    _ = ∑ σ : Perm n, ∑ τ : Perm n,
        (f σ * g τ * ((∏ i, B (σ i) i) * ∏ i, C (τ i) i)) *
          ∑ s : n × n → S, (∏ i, u (s (σ i, i))) * ∏ i, v (s (τ i, i)) := by
      simp only [Finset.sum_mul_sum]
      rw [Finset.sum_comm]
      refine Finset.sum_congr rfl fun σ _ => ?_
      rw [Finset.sum_comm]
      refine Finset.sum_congr rfl fun τ _ => ?_
      rw [Finset.mul_sum]
      refine Finset.sum_congr rfl fun s _ => ?_
      simp only [dress, Matrix.of_apply, Finset.prod_mul_distrib]
      ring
    _ = _ := by
      simp only [path_interference u v hu huv, mul_ite, mul_zero, Finset.sum_ite_eq,
        Finset.mem_univ, if_true]
      rw [Finset.mul_sum]
      refine Finset.sum_congr rfl fun σ _ => ?_
      rw [Finset.prod_mul_distrib]
      ring

/-- For weights as in `path_interference`, the summed product of two dressed determinants is
a permanent of entrywise products, times the number of label assignments. -/
theorem sum_det_mul_det (u v : S → R) (hu : ∑ a, u a = 0)
    (huv : ∑ a, u a * v a = (Fintype.card S : R)) (B C : Matrix n n R) :
    ∑ s : n × n → S, (dress u s B).det * (dress v s C).det =
      (Fintype.card S : R) ^ (Fintype.card n ^ 2) *
        (Matrix.of fun i j => B i j * C i j).permanent := by
  -- the fermionic sign of a path squares to one
  have sign_sq : ∀ σ : Perm n,
      ((Perm.sign σ : ℤ) : R) * ((Perm.sign σ : ℤ) : R) = 1 := by
    intro σ
    rw [← Int.cast_mul, Int.units_coe_mul_self, Int.cast_one]
  have h := sum_amplitude_mul u v hu huv (fun σ : Perm n => ((Perm.sign σ : ℤ) : R))
    (fun σ : Perm n => ((Perm.sign σ : ℤ) : R)) B C
  simp only [sign_sq, one_mul] at h
  simp only [Matrix.det_apply', Matrix.permanent, Matrix.of_apply]
  exact h

/-- The signs `1` and `-1` sum to zero, and their squares sum to the number of signs. -/
theorem sign_weights_witness :
    ∑ e : ℤˣ, ((e : ℤ) : R) = 0 ∧
      ∑ e : ℤˣ, ((e : ℤ) : R) * ((e : ℤ) : R) = (Fintype.card ℤˣ : R) := by
  have huniv : (Finset.univ : Finset ℤˣ) = {1, -1} := rfl
  constructor
  · rw [huniv, Finset.sum_pair (by decide)]
    simp
  · simp [← Int.cast_mul]

/-- The squared determinants of `s_ij B_ij`, summed over all sign matrices `s`, give `2^(N^2)` times
the permanent of the matrix with entries `B_ij^2`, where `B` is an `N × N` matrix. -/
theorem godsil_gutman (B : Matrix n n R) :
    ∑ s : n × n → ℤˣ, (signed s B).det ^ 2 =
      2 ^ (Fintype.card n ^ 2) * (Matrix.of fun i j => B i j ^ 2).permanent := by
  have h := sum_det_mul_det _ _ (sign_weights_witness (R := R)).1
    (sign_weights_witness (R := R)).2 B B
  simpa only [signed, ← sq, Fintype.card_units_int, Nat.cast_ofNat] using h

/-- Squared permanents of `s_ij B_ij`, summed over all sign matrices `s`, give the same value
as squared determinants. -/
theorem sum_permanent_sq_eq_sum_det_sq (B : Matrix n n R) :
    ∑ s : n × n → ℤˣ, (signed s B).permanent ^ 2 =
      ∑ s : n × n → ℤˣ, (signed s B).det ^ 2 := by
  have h := sum_amplitude_mul _ _ (sign_weights_witness (R := R)).1
    (sign_weights_witness (R := R)).2 (fun _ : Perm n => 1) (fun _ => 1) B B
  rw [godsil_gutman]
  simpa only [signed, Matrix.permanent, Matrix.of_apply, one_mul, one_pow, ← sq,
    Fintype.card_units_int, Nat.cast_ofNat] using h

/-- For a real matrix `A` with nonnegative entries, the squared determinant of `s_ij √A_ij`,
averaged over all sign matrices `s`, is the permanent of `A`. -/
theorem average_det_sq (A : Matrix n n ℝ) (hA : ∀ i j, 0 ≤ A i j) :
    (∑ s : n × n → ℤˣ, (signed s (Matrix.of fun i j => √(A i j))).det ^ 2) /
      2 ^ (Fintype.card n ^ 2) = A.permanent := by
  rw [godsil_gutman, mul_div_cancel_left₀ _ (by positivity)]
  congr 1
  ext i j
  simp [Real.sq_sqrt (hA i j)]


/-- Multiply each entry of a complex `N × N` matrix `B` by its own `m`-th root of unity, `m ≥ 2`.
The `|det|^2` of the resulting matrix, summed over all such choices, is `m^(N^2)` times the
permanent of the matrix with entries `|B_ij|^2`. -/
theorem sum_norm_det_sq {m : ℕ} (hm : 1 < m) {ζ : ℂ} (hζ : IsPrimitiveRoot ζ m)
    (B : Matrix n n ℂ) :
    ∑ s : n × n → Fin m, ‖(dress (fun k : Fin m => ζ ^ (k : ℕ)) s B).det‖ ^ 2 =
      (m : ℝ) ^ (Fintype.card n ^ 2) * (Matrix.of fun i j => ‖B i j‖ ^ 2).permanent := by
  have hnorm : ‖ζ‖ = 1 := by
    refine (pow_eq_one_iff_of_nonneg (norm_nonneg ζ) (by omega : m ≠ 0)).1 ?_
    rw [← norm_pow, hζ.pow_eq_one, norm_one]
  have h0 : ∑ k : Fin m, ζ ^ (k : ℕ) = 0 := by
    rw [Fin.sum_univ_eq_sum_range (fun k => ζ ^ k) m]
    exact hζ.geom_sum_eq_zero hm
  have h1 : ∑ k : Fin m, ζ ^ (k : ℕ) * starRingEnd ℂ (ζ ^ (k : ℕ)) =
      (Fintype.card (Fin m) : ℂ) := by
    simp only [Complex.mul_conj', norm_pow, hnorm]
    simp
  -- the second determinant is the complex conjugate of the first
  have hdet : ∀ s : n × n → Fin m,
      (dress (fun k : Fin m => starRingEnd ℂ (ζ ^ (k : ℕ))) s (B.map (starRingEnd ℂ))).det =
        starRingEnd ℂ (dress (fun k : Fin m => ζ ^ (k : ℕ)) s B).det := by
    intro s
    rw [RingHom.map_det]
    congr 1
    ext i j
    simp [dress]
  have h := sum_det_mul_det _ _ h0 h1 B (B.map (starRingEnd ℂ))
  simp only [hdet, Matrix.map_apply, Complex.mul_conj', Fintype.card_fin,
    Matrix.permanent, Matrix.of_apply] at h
  apply Complex.ofReal_injective
  simp only [Matrix.permanent, Matrix.of_apply]
  push_cast
  exact h

end GodsilGutman
```

```lean
#print axioms GodsilGutman.sum_permanent_sq_eq_sum_det_sq
#print axioms GodsilGutman.average_det_sq
#print axioms GodsilGutman.sum_norm_det_sq
```

```
'GodsilGutman.sum_permanent_sq_eq_sum_det_sq' depends on axioms: [propext, Classical.choice, Quot.sound]
'GodsilGutman.average_det_sq' depends on axioms: [propext, Classical.choice, Quot.sound]
'GodsilGutman.sum_norm_det_sq' depends on axioms: [propext, Classical.choice, Quot.sound]
```

## From two paths to the permanent

`path_interference` carries out the sum over signs for general weights `u` and `v`, one for each path. It assumes that the weights `u` sum to zero and that the products `u a * v a` sum to the number of labels. Nothing is asked of the sum of `v`, since one vanishing factor is enough and an entry visited by `σ` alone supplies it.

Inside that proof, `spread` rewrites a product along a path as a product over all entries, with a factor 1 wherever the path does not pass. `factor` then exchanges the sum over label assignments with the product over entries, by `Finset.prod_univ_sum`. The case split on `σ = τ` is the one made above. For equal paths, `each` shows that every entry contributes the number of labels. For different paths, the proof picks an `i` with `σ i ≠ τ i` and finds the zero factor at the entry `(σ i, i)`.

`sum_amplitude_mul` expands a product of two amplitudes whose paths carry arbitrary coefficients `f` and `g`. It moves the sum over labels to the inside, applies `path_interference`, and lets `Finset.sum_ite_eq` reduce the double sum over paths to its diagonal.

The other results choose the coefficients and the weights:

- `sum_det_mul_det` takes both coefficients to be the sign of the permutation, and `sign_sq` is the statement \(\operatorname{sgn}(\sigma)^2=1\).
- `sign_weights_witness` checks the two weight conditions for the signs, \(1-1=0\) and \(1+1=2\). With `u` and `v` equal and both matrices equal to `B`, this gives `godsil_gutman`.
- `sum_permanent_sq_eq_sum_det_sq` takes both coefficients to be 1, which turns the amplitudes into permanents.
- `average_det_sq` inserts \(B_{ij}=\sqrt{A_{ij}}\) and divides by \(2^{N^2}\). Nonnegativity is used in \((\sqrt{A_{ij}})^2=A_{ij}\).

For `sum_norm_det_sq` the second set of weights is the complex conjugate of the first, and the second matrix is the conjugate of `B`. In `h0` the \(m\)-th roots of unity sum to zero, which needs \(m\ge2\). In `h1` each phase times its conjugate is 1, so the products sum to \(m\). `hdet` identifies the second determinant as the conjugate of the first, and their product is \(|\det|^2\). The identity is obtained among complex numbers and carried back to the reals by `Complex.ofReal_injective`.
